# Coupled Lorentz oscillators with symmetric stiffness and positive definite damping absorb at every nonzero real frequency

Stiffness and damping are real matrices, but the amplitudes of a driven steady state are complex, so a model of coupled oscillators must say where complex numbers enter. Here K and G are given as real n × n matrices and then read as complex ones, while forces and displacements are complex vectors throughout. The damping is therefore assumed positive only on real vectors, and its positivity on complex amplitudes has to be derived.

The oscillators have unit mass and displacements u(t) ∈ ℂⁿ. A force of amplitude f at real frequency w drives them:

u″ + G u′ + K u = e^(−iwt) f

Inserting u = e^(−iwt) c with a constant vector c ∈ ℂⁿ gives A c = f, with

A = K − w² − iwG

Write χ = A⁻¹ for the susceptibility, ᴴ for the conjugate transpose, and ⟨x, y⟩ = Σⱼ xⱼ* yⱼ. If K is symmetric, G is positive definite and w ≠ 0, then A is invertible, and

(χ − χᴴ)/(2i) = w χᴴGχ

w Im⟨v, χv⟩ > 0 for every nonzero v ∈ ℂⁿ

Positive definite means here that G is symmetric and xᵀGx > 0 for every nonzero real x, so every nonzero pattern of velocities loses energy to friction. No sign is assumed for K.

## From friction to absorption

First, positivity extends to complex amplitudes. For x = a + ib with a and b real,

⟨x, Gx⟩ = aᵀGa + bᵀGb + i(aᵀGb − bᵀGa)

The last bracket vanishes because G is symmetric. If x ≠ 0, at least one of a and b is nonzero, so ⟨x, Gx⟩ > 0.

Next, K and G are Hermitian and w is real, so Aᴴ = K − w² + iwG and

Aᴴ − A = 2iwG

Suppose Av = 0. Then ⟨v, Aᴴv⟩ = ⟨Av, v⟩ = 0 as well, and the last equation gives 2iw⟨v, Gv⟩ = 0. Since w ≠ 0, ⟨v, Gv⟩ = 0, hence v = 0. A square matrix with no nonzero null vector is invertible.

Now Aχ = 1, and its conjugate transpose is χᴴAᴴ = 1. Multiplying Aᴴ − A by χᴴ on the left and χ on the right gives

χ − χᴴ = χᴴ(Aᴴ − A)χ = 2iw χᴴGχ

Division by 2i yields the absorption identity. Taking its expectation value in v, and using ⟨v, χᴴv⟩ = ⟨v, χv⟩*, we obtain

Im⟨v, χv⟩ = w⟨χv, Gχv⟩

For v ≠ 0 the displacement χv is nonzero, because v = A(χv). Multiplying by w gives w²⟨χv, Gχv⟩ > 0.

For a physical force Re(e^(−iwt) f), the cycle-averaged power delivered in the steady state is ½ w Im⟨f, χf⟩. In this finite, linear, classical model with frequency-independent friction, a fitted response with symmetric K and positive definite G therefore cannot show gain at any nonzero real frequency, whatever the strengths of the couplings. This concerns the periodic solution: if K has a negative eigenvalue, the undriven system has growing solutions, and the motion does not in general settle into the periodic one.

## One oscillator, and two with an undamped mode

For n = 1, with stiffness k and damping γ > 0, the identity reduces to the familiar imaginary part of the Lorentz-oscillator response

Im χ = wγ / ((k − w²)² + w²γ²)

Positive semidefinite damping is not enough. Take two oscillators with K = k·1, k > 0, and friction that acts only on their relative motion:

G = g [[1, −1], [−1, 1]], g > 0

The common motion v = (1, 1) satisfies Gv = 0 and Kv = kv. At w = √k this gives Av = 0, so A has no inverse: the driving frequency is exactly that of the undamped mode.

## The driven motion in Lean

The index type `n` labels the oscillators and is finite.

```lean
import Mathlib

open Matrix

namespace CoupledLorentzOscillators

noncomputable section

variable {n : Type*} [Fintype n] [DecidableEq n]
```

The dynamical matrix is defined for complex K and G. The scalar w² becomes a multiple of the identity matrix, and the sign of the damping term fixes the time convention e^(−iwt).

```lean
/-- The dynamical matrix `K - w² - i w G` of coupled unit-mass oscillators with stiffness `K`
and damping `G`, driven at frequency `w`. -/
def dynMatrix (K G : Matrix n n ℂ) (w : ℝ) : Matrix n n ℂ :=
  K - ((w : ℂ) ^ 2) • (1 : Matrix n n ℂ) - (Complex.I * w) • G

/-- The susceptibility matrix: the inverse of the dynamical matrix. -/
def susceptibility (K G : Matrix n n ℂ) (w : ℝ) : Matrix n n ℂ :=
  (dynMatrix K G w)⁻¹
```

The steady-state displacement carries the same time factor as the force.

```lean
/-- The oscillating displacement `e^{-iwt} χ f` belonging to the force amplitude `f`. -/
def drivenMotion (K G : Matrix n n ℂ) (w : ℝ) (f : n → ℂ) (t : ℝ) : n → ℂ :=
  Complex.exp (-(Complex.I * w) * t) • (susceptibility K G w *ᵥ f)
```

The map `complexify` reads each real entry as a complex number.

```lean
/-- A real matrix regarded as a complex one. -/
def complexify (M : Matrix n n ℝ) : Matrix n n ℂ := M.map Complex.ofReal
```

The next theorem ties the definition of A to the equation of motion. It assumes that A is invertible and concerns this one solution; it says nothing about transients.

```lean
/-- Where the dynamical matrix is invertible, the displacement `e^{-iwt} χ f` solves the
equation of motion `u'' + G u' + K u = e^{-iwt} f`. -/
theorem drivenMotion_solves (K G : Matrix n n ℂ) (w : ℝ) (f : n → ℂ)
    (hA : IsUnit (dynMatrix K G w)) (t : ℝ) :
    deriv (deriv (drivenMotion K G w f)) t + G *ᵥ deriv (drivenMotion K G w f) t
      + K *ᵥ drivenMotion K G w f t = Complex.exp (-(Complex.I * w) * t) • f := by
  -- each time derivative multiplies the motion by `-iw`
  have hd : ∀ s : ℝ, HasDerivAt (drivenMotion K G w f)
      (-(Complex.I * w) • drivenMotion K G w f s) s := by
    intro s
    have h0 : HasDerivAt (fun r : ℝ => (r : ℂ)) 1 s := by
      simpa using (hasDerivAt_id s).ofReal_comp
    have h1 := ((h0.const_mul (-(Complex.I * (w : ℂ)))).cexp).smul_const
      (susceptibility K G w *ᵥ f)
    have h2 : HasDerivAt (drivenMotion K G w f) _ s := h1
    refine h2.congr_deriv ?_
    simp only [drivenMotion]
    module
  have h1 : deriv (drivenMotion K G w f)
      = fun s => -(Complex.I * w) • drivenMotion K G w f s := funext fun s => (hd s).deriv
  have h2 : HasDerivAt (fun s => -(Complex.I * (w : ℂ)) • drivenMotion K G w f s)
      (-(Complex.I * (w : ℂ)) • (-(Complex.I * (w : ℂ)) • drivenMotion K G w f t)) t := by
    have h := (hd t).const_smul (-(Complex.I * (w : ℂ)))
    exact h
  have hc : -(Complex.I * (w : ℂ)) * -(Complex.I * (w : ℂ)) = -(w : ℂ) ^ 2 := by
    linear_combination (w : ℂ) ^ 2 * Complex.I_sq
  -- the dynamical matrix turns the motion back into the force
  have h3 : dynMatrix K G w *ᵥ drivenMotion K G w f t
      = Complex.exp (-(Complex.I * w) * t) • f := by
    simp only [drivenMotion]
    rw [Matrix.mulVec_smul, Matrix.mulVec_mulVec, susceptibility,
      Matrix.mul_nonsing_inv _ ((Matrix.isUnit_iff_isUnit_det _).1 hA), Matrix.one_mulVec]
  rw [h1, h2.deriv, ← h3]
  simp only [dynMatrix, Matrix.sub_mulVec, Matrix.smul_mulVec, Matrix.one_mulVec,
    Matrix.mulVec_smul, smul_smul, hc]
  module
```

In the proof, `hd` shows that a time derivative multiplies the motion by −iw, and `hc` evaluates (−iw)² = −w². The step `h3` uses Aχ = 1 to turn the motion back into the force, after which `module` compares the two linear combinations.

## Absorption for Hermitian stiffness and damping

The working lemmas allow complex Hermitian K and G. The first is Aᴴ − A = 2iwG; its local facts `h1` and `h2` conjugate the scalars w² and iw.

```lean
omit [Fintype n] in
/-- For Hermitian stiffness and damping, the anti-Hermitian part of the dynamical matrix comes
from the damping alone: `Aᴴ - A = 2 i w G`. -/
theorem dynMatrix_conjTranspose_sub {K G : Matrix n n ℂ} (hK : K.IsHermitian)
    (hG : G.IsHermitian) (w : ℝ) :
    (dynMatrix K G w)ᴴ - dynMatrix K G w = (2 * Complex.I * w) • G := by
  have h1 : star ((w : ℂ) ^ 2) = (w : ℂ) ^ 2 := by simp
  have h2 : star (Complex.I * (w : ℂ)) = -(Complex.I * w) := by simp [mul_comm]
  unfold dynMatrix
  rw [conjTranspose_sub, conjTranspose_sub, conjTranspose_smul, conjTranspose_smul,
    conjTranspose_one, hK.eq, hG.eq, h1, h2]
  module
```

For invertibility, `hpos` requires the damping form to be positive on complex vectors. In Lean, `star x ⬝ᵥ G *ᵥ x` is ⟨x, Gx⟩, and `.re` takes its real part.

```lean
/-- With Hermitian stiffness and positive definite Hermitian damping, the dynamical matrix is
invertible at every real nonzero frequency. -/
theorem isUnit_dynMatrix {K G : Matrix n n ℂ} (hK : K.IsHermitian) (hG : G.IsHermitian)
    (hpos : ∀ x : n → ℂ, x ≠ 0 → 0 < (star x ⬝ᵥ G *ᵥ x).re) {w : ℝ} (hw : w ≠ 0) :
    IsUnit (dynMatrix K G w) := by
  refine (Matrix.isUnit_iff_isUnit_det _).2 (isUnit_iff_ne_zero.2 fun hdet => ?_)
  obtain ⟨v, hv, hAv⟩ := Matrix.exists_mulVec_eq_zero_iff.2 hdet
  -- a null vector would feel no damping
  have h := congrArg (fun M => star v ⬝ᵥ M *ᵥ v) (dynMatrix_conjTranspose_sub hK hG w)
  have h0 : star v ⬝ᵥ (dynMatrix K G w)ᴴ *ᵥ v = 0 := by
    rw [Matrix.dotProduct_mulVec, ← Matrix.star_mulVec, hAv, star_zero, zero_dotProduct]
  simp only [Matrix.sub_mulVec, Matrix.smul_mulVec, dotProduct_smul,
    smul_eq_mul, h0, hAv, sub_zero] at h
  have hc : 2 * Complex.I * (w : ℂ) ≠ 0 :=
    mul_ne_zero (mul_ne_zero two_ne_zero Complex.I_ne_zero) (Complex.ofReal_ne_zero.2 hw)
  have hq := (mul_eq_zero.1 h.symm).resolve_left hc
  have hp := hpos v hv
  rw [hq] at hp
  simp at hp
```

The proof assumes a zero determinant and extracts a nonzero null vector `v`. The expectation value of the preceding lemma then forces ⟨v, Gv⟩ = 0, against `hpos`.

Besides Hermitian K and G, the absorption identity assumes only that A is invertible, not that the damping is positive. Its step `h3` is the multiplication by χᴴ and χ carried out above.

```lean
/-- Absorption identity: for Hermitian stiffness and damping and an invertible dynamical matrix, `χ
- χᴴ = 2 i w χᴴ G χ`. -/
theorem susceptibility_sub_conjTranspose {K G : Matrix n n ℂ} (hK : K.IsHermitian)
    (hG : G.IsHermitian) {w : ℝ} (hA : IsUnit (dynMatrix K G w)) :
    susceptibility K G w - (susceptibility K G w)ᴴ
      = (2 * Complex.I * w) • ((susceptibility K G w)ᴴ * G * susceptibility K G w) := by
  have h1 : dynMatrix K G w * susceptibility K G w = 1 :=
    Matrix.mul_nonsing_inv _ ((Matrix.isUnit_iff_isUnit_det _).1 hA)
  have h2 : (susceptibility K G w)ᴴ * (dynMatrix K G w)ᴴ = 1 := by
    rw [← conjTranspose_mul, h1, conjTranspose_one]
  -- sandwich `Aᴴ - A` between `χᴴ` and `χ`
  have h3 : (susceptibility K G w)ᴴ * ((dynMatrix K G w)ᴴ - dynMatrix K G w)
      * susceptibility K G w = susceptibility K G w - (susceptibility K G w)ᴴ := by
    rw [mul_sub, sub_mul, h2, one_mul, mul_assoc, h1, mul_one]
  rw [← h3, dynMatrix_conjTranspose_sub hK hG, Matrix.mul_smul, Matrix.smul_mul]
```

The expectation value of this identity relates the imaginary part of the response to the friction felt by the induced displacement. The auxiliary statement `aux` takes imaginary parts of q − q* = 2iwp, while `h1` and `h2` rewrite the two expectation values.

```lean
/-- For Hermitian stiffness and damping and an invertible dynamical matrix, the imaginary part of
`⟨v, χ v⟩` is `w` times the real part of the damping form at the induced displacement `χ v`. -/
theorem im_response_eq {K G : Matrix n n ℂ} (hK : K.IsHermitian) (hG : G.IsHermitian)
    {w : ℝ} (hA : IsUnit (dynMatrix K G w)) (v : n → ℂ) :
    (star v ⬝ᵥ susceptibility K G w *ᵥ v).im
      = w * (star (susceptibility K G w *ᵥ v) ⬝ᵥ G *ᵥ (susceptibility K G w *ᵥ v)).re := by
  have aux : ∀ q p : ℂ, q - star q = 2 * Complex.I * w * p → q.im = w * p.re := by
    intro q p h
    have h' := congrArg Complex.im h
    simp [Complex.mul_im, Complex.mul_re] at h'
    linarith
  apply aux
  have h := congrArg (fun M => star v ⬝ᵥ M *ᵥ v) (susceptibility_sub_conjTranspose hK hG hA)
  have h1 : star v ⬝ᵥ (susceptibility K G w)ᴴ *ᵥ v
      = star (star v ⬝ᵥ susceptibility K G w *ᵥ v) := by
    rw [Matrix.dotProduct_mulVec, ← Matrix.star_mulVec]
    exact Matrix.star_dotProduct _ _
  have h2 : star (susceptibility K G w *ᵥ v) ⬝ᵥ G *ᵥ (susceptibility K G w *ᵥ v)
      = star v ⬝ᵥ ((susceptibility K G w)ᴴ * G * susceptibility K G w) *ᵥ v := by
    rw [Matrix.star_mulVec, ← Matrix.dotProduct_mulVec]
    simp only [Matrix.mulVec_mulVec, Matrix.mul_assoc]
  simp only [Matrix.sub_mulVec, dotProduct_sub, Matrix.smul_mulVec, dotProduct_smul,
    smul_eq_mul] at h
  rw [h2, ← h1]
  exact h
```

## Real matrices and the strict sign

For real G, `hsplit` separates the form into contributions from the real and imaginary parts of the amplitude. The proof then distinguishes whether the real part vanishes; if it does, the imaginary part cannot.

```lean
omit [DecidableEq n] in
/-- For a real positive definite damping matrix, the quadratic form has a positive real part on
every nonzero complex amplitude. -/
theorem complexify_pos {G : Matrix n n ℝ} (hG : G.PosDef) (x : n → ℂ) (hx : x ≠ 0) :
    0 < (star x ⬝ᵥ complexify G *ᵥ x).re := by
  -- the form splits into the real and imaginary parts of the amplitude
  have hsplit : (star x ⬝ᵥ complexify G *ᵥ x).re
      = (fun i => (x i).re) ⬝ᵥ G *ᵥ (fun i => (x i).re)
        + (fun i => (x i).im) ⬝ᵥ G *ᵥ (fun i => (x i).im) := by
    simp only [complexify, dotProduct, Matrix.mulVec, Pi.star_apply, Matrix.map_apply,
      Complex.re_sum, ← Finset.sum_add_distrib]
    refine Finset.sum_congr rfl fun i _ => ?_
    simp [Complex.mul_re, Complex.re_sum, Complex.im_sum]
  have hp : ∀ y : n → ℝ, y ≠ 0 → 0 < y ⬝ᵥ G *ᵥ y := fun y hy => by
    simpa using hG.dotProduct_mulVec_pos hy
  have hn : ∀ y : n → ℝ, 0 ≤ y ⬝ᵥ G *ᵥ y := fun y => by
    by_cases hy : y = 0
    · simp [hy]
    · exact (hp y hy).le
  rw [hsplit]
  by_cases ha : (fun i => (x i).re) = 0
  · have hb : (fun i => (x i).im) ≠ 0 := fun hb =>
      hx (funext fun i => Complex.ext (congrFun ha i) (congrFun hb i))
    exact add_pos_of_nonneg_of_pos (hn _) (hp _ hb)
  · exact add_pos_of_pos_of_nonneg (hp _ ha) (hn _)
```

The main theorem takes real matrices. `K.IsSymm` is the symmetry of the stiffness, and `G.PosDef` contains both the symmetry and the positivity of the damping. The conclusion joins the three claims: `IsUnit A` is invertibility, the matrix equation is the absorption identity, and the last clause is the strict sign for every nonzero complex `v`.

```lean
/-- Coupled Lorentz oscillators with real symmetric stiffness and positive definite damping, at
real `w ≠ 0`: the dynamical matrix is invertible, `(χ - χᴴ)/(2i) = w χᴴ G χ`, and
`w Im ⟨v, χ v⟩ > 0` for every nonzero `v`. -/
theorem coupled_lorentz_response {K G : Matrix n n ℝ} (hK : K.IsSymm) (hG : G.PosDef)
    {w : ℝ} (hw : w ≠ 0) :
    let A := dynMatrix (complexify K) (complexify G) w
    let χ := susceptibility (complexify K) (complexify G) w
    IsUnit A ∧ (1 / (2 * Complex.I)) • (χ - χᴴ) = (w : ℂ) • (χᴴ * complexify G * χ) ∧
      ∀ v : n → ℂ, v ≠ 0 → 0 < w * (star v ⬝ᵥ χ *ᵥ v).im := by
  intro A χ
  have herm : ∀ M : Matrix n n ℝ, M.IsSymm → (complexify M).IsHermitian := fun M hM => by
    refine Matrix.IsHermitian.ext fun i j => ?_
    simp [complexify, hM.apply i j]
  have hGs : G.IsSymm := Matrix.IsSymm.ext fun i j => by
    simpa using hG.isHermitian.apply i j
  have hA : IsUnit A := isUnit_dynMatrix (herm K hK) (herm G hGs) (complexify_pos hG) hw
  refine ⟨hA, ?_, fun v hv => ?_⟩
  · have hs : 1 / (2 * Complex.I) * (2 * Complex.I * (w : ℂ)) = w := by
      have hI := Complex.I_ne_zero
      field_simp
    rw [susceptibility_sub_conjTranspose (herm K hK) (herm G hGs) hA, smul_smul, hs]
  · -- a nonzero force always produces a nonzero displacement
    have hne : χ *ᵥ v ≠ 0 := fun h0 => hv <| by
      have h1 : A * χ = 1 :=
        Matrix.mul_nonsing_inv _ ((Matrix.isUnit_iff_isUnit_det _).1 hA)
      rw [← Matrix.one_mulVec v, ← h1, ← Matrix.mulVec_mulVec, h0, Matrix.mulVec_zero]
    rw [im_response_eq (herm K hK) (herm G hGs) hA v, ← mul_assoc]
    exact mul_pos (mul_self_pos.2 hw) (complexify_pos hG _ hne)
```

The proof first shows that both embedded matrices are Hermitian and obtains `hA` from the invertibility lemma. The scalar identity `hs` supplies the division by 2i. For the sign, `hne` shows χv ≠ 0, and the result is a product of w² > 0 and a positive damping form.

The hypothesis w ≠ 0 is needed for the sign whenever there is at least one oscillator, since at w = 0 the left side is zero. The theorem treats one real frequency at a time and does not address stability or causality: a K with a negative eigenvalue is admitted, although the undriven system then has growing solutions.

## Reciprocity and undamped modes

If K and G are symmetric, so is A, and therefore χ. A force on oscillator j then displaces oscillator i exactly as the same force on i displaces j. Here symmetry means equality with the plain transpose, without complex conjugation, and the entries may be complex.

```lean
/-- Reciprocity: if stiffness and damping are symmetric matrices, so is the susceptibility. -/
theorem susceptibility_transpose {K G : Matrix n n ℂ} (hK : K.IsSymm) (hG : G.IsSymm)
    (w : ℝ) : (susceptibility K G w)ᵀ = susceptibility K G w := by
  have h : (dynMatrix K G w)ᵀ = dynMatrix K G w := by
    unfold dynMatrix
    rw [transpose_sub, transpose_sub, transpose_smul, transpose_smul, transpose_one,
      hK.eq, hG.eq]
  rw [susceptibility, Matrix.transpose_nonsing_inv, h]
```

No invertibility is assumed in this theorem, because Lean assigns the zero matrix as the inverse of a singular one; the physical reading applies where A is invertible.

The final theorem covers the two-oscillator example in general form. If v ≠ 0 is a normal mode with Kv = w²v and the damping does not act on it, then Av = 0 and A is singular.

```lean
/-- If a normal mode of frequency `w` is not damped at all, the dynamical matrix at `w` is
singular. -/
theorem not_isUnit_of_undamped_mode {K G : Matrix n n ℂ} {w : ℝ} {v : n → ℂ} (hv : v ≠ 0)
    (hK : K *ᵥ v = ((w : ℂ) ^ 2) • v) (hG : G *ᵥ v = 0) : ¬ IsUnit (dynMatrix K G w) := by
  intro hA
  have h0 : dynMatrix K G w *ᵥ v = 0 := by
    simp only [dynMatrix, Matrix.sub_mulVec, Matrix.smul_mulVec, Matrix.one_mulVec, hK, hG,
      smul_zero, sub_self]
  exact ((Matrix.isUnit_iff_isUnit_det _).1 hA).ne_zero
    (Matrix.exists_mulVec_eq_zero_iff.1 ⟨v, hv, h0⟩)

end

end CoupledLorentzOscillators
```

```lean
#print axioms CoupledLorentzOscillators.drivenMotion_solves
#print axioms CoupledLorentzOscillators.coupled_lorentz_response
#print axioms CoupledLorentzOscillators.susceptibility_transpose
#print axioms CoupledLorentzOscillators.not_isUnit_of_undamped_mode
```

```
'CoupledLorentzOscillators.drivenMotion_solves' depends on axioms: [propext, Classical.choice, Quot.sound]
'CoupledLorentzOscillators.coupled_lorentz_response' depends on axioms: [propext, Classical.choice, Quot.sound]
'CoupledLorentzOscillators.susceptibility_transpose' depends on axioms: [propext, Classical.choice, Quot.sound]
'CoupledLorentzOscillators.not_isUnit_of_undamped_mode' depends on axioms: [propext, Classical.choice, Quot.sound]
```
